# Poisson brackets of quadratic observables with symmetric matrices as matrix commutators

A molecule vibrating near its equilibrium geometry, treated in the harmonic approximation, has a Hamiltonian quadratic in the displacements from equilibrium and their momenta. The angular momentum of an isotropic oscillator and the energies of single normal modes are quadratic too. Whether such a quantity is conserved is decided by its Poisson bracket with the Hamiltonian, so one asks whether the bracket of two quadratic observables is again quadratic, and with which matrix. For observables $f_A(z)=\tfrac12 z^TAz$ with $A$ real and symmetric, the bracket is $f_C$ with $C=AJB-BJA$, and multiplication by the symplectic matrix $J$ turns $C$ into the commutator $[JA,JB]$.

## Phase space and observables

Let $n$ be a finite set labelling $N$ degrees of freedom, and collect positions $q_i$ and momenta $p_i$ into $z=(q,p)$. The $2N$ components are indexed by `n ⊕ n`, with `Sum.inl i` for $q_i$ and `Sum.inr i` for $p_i$. Observables are real polynomials in these components. Any finite $N$ is allowed, including $N=0$, where all statements are trivially true.

```lean
import Mathlib

open Matrix MvPolynomial

namespace QuadraticPoisson

noncomputable section

/-- Polynomial observables on phase space; `Sum.inl i` labels `q_i` and `Sum.inr i` labels `p_i`. -/
abbrev Obs (n : Type) := MvPolynomial (n ⊕ n) ℝ

/-- Real `2n × 2n` matrices acting on phase space. -/
abbrev PhaseMat (n : Type) := Matrix (n ⊕ n) (n ⊕ n) ℝ
```

The symplectic matrix has $N\times N$ blocks,
$$J=\begin{pmatrix}0&1\\-1&0\end{pmatrix}.$$

```lean
/-- The standard symplectic matrix `J = [[0, 1], [-1, 0]]`. -/
def symJ (n : Type) [DecidableEq n] : PhaseMat n := Matrix.fromBlocks 0 1 (-1) 0
```

If two vectors $u,v$ evolve by $\dot u=Yu$ and $\dot v=Yv$, then $\frac{d}{dt}u^TJv=u^T(Y^TJ+JY)v$. The condition $Y^TJ+JY=0$ therefore selects the linear motions that preserve the symplectic form. `spAlgebra` is the set of these $Y$.

```lean
/-- The set of matrices `Y` with `Yᵀ J + J Y = 0`. -/
def spAlgebra (n : Type) [Fintype n] [DecidableEq n] : Set (PhaseMat n) :=
  {Y | Yᵀ * symJ n + symJ n * Y = 0}
```

The bracket has the sign convention $\{q_i,p_i\}=1$,
$$\{f,g\}=\sum_{i\in n}\Big(\frac{\partial f}{\partial q_i}\frac{\partial g}{\partial p_i}-\frac{\partial f}{\partial p_i}\frac{\partial g}{\partial q_i}\Big),$$
where `pderiv` is the formal derivative of a polynomial. The gradient $\nabla f$ is the vector of all $2N$ derivatives.

```lean
variable {n : Type} [Fintype n] [DecidableEq n]

/-- The canonical Poisson bracket `∑ᵢ (∂f/∂qᵢ ∂g/∂pᵢ - ∂f/∂pᵢ ∂g/∂qᵢ)`. -/
def poisson (f g : Obs n) : Obs n :=
  ∑ i : n, (pderiv (Sum.inl i) f * pderiv (Sum.inr i) g
    - pderiv (Sum.inr i) f * pderiv (Sum.inl i) g)

/-- The phase-space gradient of an observable. -/
def grad (f : Obs n) : n ⊕ n → Obs n := fun a => pderiv a f
```

In `quad`, `X` is the vector $z$ of coordinate polynomials, and Lean's `C` turns a real number into a constant polynomial, so that `A.map C` can act on `X`. The matrix $C=AJB-BJA$ of the prose is `bracketMat A B`.

```lean
/-- The quadratic observable `f_A = zᵀ A z / 2` in the coordinate polynomials `z = X`. -/
def quad (A : PhaseMat n) : Obs n :=
  (1 / 2 : ℝ) • (X ⬝ᵥ (A.map (C : ℝ →+* Obs n) *ᵥ X))

/-- The matrix `A J B - B J A`. -/
def bracketMat (A B : PhaseMat n) : PhaseMat n := A * symJ n * B - B * symJ n * A
```

Block transposition and multiplication give $J^T=-J$ and $J^2=-1$.

```lean
/-- `J` is antisymmetric and squares to `-1`. -/
theorem symJ_props : (symJ n)ᵀ = -symJ n ∧ symJ n * symJ n = -1 := by
  constructor
  · simp [symJ, Matrix.fromBlocks_transpose, Matrix.fromBlocks_neg]
  · rw [symJ, Matrix.fromBlocks_multiply, ← Matrix.fromBlocks_one, Matrix.fromBlocks_neg]
    simp
```

Substituting a point $z\in\mathbb R^{2N}$ for the variables gives the number $\tfrac12z^TAz$, for any matrix $A$. This ties the polynomial to the function on phase space.

```lean
omit [DecidableEq n] in
/-- At the phase-space point `z` the observable `f_A` takes the value `zᵀ A z / 2`. -/
theorem eval_quad (A : PhaseMat n) (z : n ⊕ n → ℝ) :
    eval z (quad A) = 1 / 2 * (z ⬝ᵥ (A *ᵥ z)) := by
  simp only [quad, smul_eval, dotProduct, Matrix.mulVec, Matrix.map_apply, _root_.map_sum,
    _root_.map_mul, eval_C, eval_X]
```

## Gradient and bracket in matrix form

From here on $i,j,k$ run over all $2N$ components. The hypothesis `A.IsSymm`, $A^T=A$, says that $A$ is the matrix of second derivatives of $f_A$: force constants, inverse masses and position–momentum couplings. The product rule on one monomial, with $A_{ij}=A_{ji}$ in the second term, gives
$$\partial_k(z_iA_{ij}z_j)=\delta_{ik}A_{ij}z_j+\delta_{jk}A_{ji}z_i .$$
Summing over $i,j$ yields $(Az)_k+(Az)_k$, and the factor $\tfrac12$ leaves $\nabla f_A=Az$. In the proof `hX` states $\partial_kz_i=\delta_{ik}$, `h` the monomial identity and `h2` its sum.

```lean
/-- For symmetric `A` the gradient of `f_A` is `A z`. -/
theorem grad_quad {A : PhaseMat n} (hA : A.IsSymm) :
    grad (quad A) = A.map (C : ℝ →+* Obs n) *ᵥ X := by
  funext k
  have hX : ∀ i, pderiv k (X i : Obs n) = if i = k then 1 else 0 := by
    intro i
    split_ifs with h
    · rw [h, pderiv_X_self]
    · exact pderiv_X_of_ne h
  -- product rule on each monomial, using the symmetry of `A`
  have h : ∀ i j, pderiv k (X i * (C (A i j) * X j) : Obs n)
      = (if i = k then C (A i j) * X j else 0) + (if j = k then C (A j i) * X i else 0) := by
    intro i j
    rw [pderiv_mul, pderiv_C_mul, hX i, hX j, hA.apply i j]
    split_ifs <;> ring
  have h2 : pderiv k (X ⬝ᵥ (A.map (C : ℝ →+* Obs n) *ᵥ X))
      = (A.map (C : ℝ →+* Obs n) *ᵥ X) k + (A.map (C : ℝ →+* Obs n) *ᵥ X) k := by
    simp only [dotProduct, Matrix.mulVec, Matrix.map_apply, Finset.mul_sum, _root_.map_sum, h,
      Finset.sum_add_distrib]
    congr 1
    · rw [Finset.sum_comm]
      simp
    · simp
  rw [grad, quad, Derivation.map_smul, h2]
  module
```

For any vector $v$ with blocks $(v_q,v_p)$, $Jv=(v_p,-v_q)$; these two block rows are `h1` and `h2`. With $v=\nabla g$,
$$\nabla f^{\,T}J\,\nabla g=\partial_qf\cdot\partial_pg-\partial_pf\cdot\partial_qg=\{f,g\}$$
for all polynomials $f,g$.

```lean
/-- The Poisson bracket in matrix form: `{f, g} = (∇f)ᵀ J ∇g`. -/
theorem poisson_eq (f g : Obs n) :
    poisson f g = grad f ⬝ᵥ ((symJ n).map (C : ℝ →+* Obs n) *ᵥ grad g) := by
  have hC : ∀ (p : Prop) [Decidable p],
      (C (if p then (1 : ℝ) else 0) : Obs n) = if p then 1 else 0 := by
    intro p _
    split_ifs <;> simp
  have h1 : ∀ (v : n ⊕ n → Obs n) (i : n),
      ((symJ n).map (C : ℝ →+* Obs n) *ᵥ v) (Sum.inl i) = v (Sum.inr i) := by
    intro v i
    simp [symJ, Matrix.mulVec, dotProduct, Fintype.sum_sum_type, Matrix.one_apply, hC]
  have h2 : ∀ (v : n ⊕ n → Obs n) (i : n),
      ((symJ n).map (C : ℝ →+* Obs n) *ᵥ v) (Sum.inr i) = -v (Sum.inl i) := by
    intro v i
    simp [symJ, Matrix.mulVec, dotProduct, Fintype.sum_sum_type, Matrix.one_apply, hC]
  simp only [dotProduct, Fintype.sum_sum_type, h1, h2, poisson, grad, mul_neg,
    Finset.sum_neg_distrib, Finset.sum_sub_distrib]
  ring
```

A number equals its transpose, so $z^TM^Tz=z^TMz$ for any matrix $M$ (`hT`), and
$$f_{M+M^T}=\tfrac12\big(z^TMz+z^TM^Tz\big)=z^TMz .$$
In particular every homogeneous quadratic $z^TMz$ is $f_A$ for the symmetric matrix $A=M+M^T$, so symmetry restricts the matrix and loses no such observable.

```lean
omit [DecidableEq n] in
/-- For any matrix `M`, the observable `f_{M + Mᵀ}` equals `zᵀ M z`. -/
theorem quad_symmetrize (M : PhaseMat n) :
    quad (M + Mᵀ) = X ⬝ᵥ (M.map (C : ℝ →+* Obs n) *ᵥ X) := by
  have hadd : (M + Mᵀ).map (C : ℝ →+* Obs n)
      = M.map (C : ℝ →+* Obs n) + Mᵀ.map (C : ℝ →+* Obs n) :=
    Matrix.ext fun i j => by simp
  have hT : X ⬝ᵥ (Mᵀ.map (C : ℝ →+* Obs n) *ᵥ X) = X ⬝ᵥ (M.map (C : ℝ →+* Obs n) *ᵥ X) := by
    rw [Matrix.transpose_map, Matrix.mulVec_transpose, dotProduct_comm,
      ← Matrix.dotProduct_mulVec]
  rw [quad, hadd, Matrix.add_mulVec, dotProduct_add, hT]
  module
```

## Symmetric matrices and the condition $Y^TJ+JY=0$

For arbitrary $A$, the identity `key` reads
$$(JA)^TJ+J(JA)=-A^TJ^2+J^2A=A^T-A ,$$
and `hinv` is $J(-JY)=Y$. The three goals after `refine` are the three parts of a bijection. If $A$ is symmetric, $JA$ satisfies the condition. If $JA=JB$, then $A=J(-JA)=J(-JB)=B$. If $Y$ satisfies the condition, put $A=-JY$; then $JA=Y$, and $A^T-A=Y^TJ+JY=0$.

```lean
/-- The map `A ↦ J A` is a bijection from the symmetric matrices onto the matrices `Y`
with `Yᵀ J + J Y = 0`. -/
theorem symJ_mul_bijOn :
    Set.BijOn (fun A : PhaseMat n => symJ n * A) {A | A.IsSymm} (spAlgebra n) := by
  obtain ⟨h1, h2⟩ := symJ_props (n := n)
  -- the defining condition measures the asymmetry of `A`
  have key : ∀ A : PhaseMat n, (symJ n * A)ᵀ * symJ n + symJ n * (symJ n * A) = Aᵀ - A := by
    intro A
    calc (symJ n * A)ᵀ * symJ n + symJ n * (symJ n * A)
        = -(Aᵀ * (symJ n * symJ n)) + symJ n * symJ n * A := by
          rw [Matrix.transpose_mul, h1]; noncomm_ring
      _ = Aᵀ - A := by rw [h2]; simp [sub_eq_add_neg]
  have hinv : ∀ Y : PhaseMat n, symJ n * -(symJ n * Y) = Y := by
    intro Y
    rw [mul_neg, ← mul_assoc, h2]
    simp
  refine ⟨fun A hA => ?_, fun A _ B _ h => ?_, fun Y hY => ⟨-(symJ n * Y), ?_, hinv Y⟩⟩
  · exact (key A).trans (sub_eq_zero.mpr hA)
  · have h' : symJ n * A = symJ n * B := h
    rw [← hinv A, h', hinv B]
  · have h := key (-(symJ n * Y))
    rw [hinv Y] at h
    exact sub_eq_zero.mp (h.symm.trans hY)
```

## The bracket of two quadratic observables

For symmetric $A$ and $B$, combining the gradient with the matrix form of the bracket gives
$$\{f_A,f_B\}=(Az)^TJ(Bz)=z^TAJBz ,$$
where moving $A$ across the dot product (`h1`) uses $A^T=A$. Put $M=AJB$. Then $M^T=B^TJ^TA^T=-BJA$, so $C=M+M^T$ (`hC`). Hence $C$ is symmetric, and $z^TMz=f_C$ by `quad_symmetrize`. Finally $JC=(JA)(JB)-(JB)(JA)$ by distributivity, which `noncomm_ring` supplies. The theorem states these three facts, the second as an equality of polynomials.

```lean
/-- For symmetric `A`, `B` the matrix `C = A J B - B J A` is symmetric, `{f_A, f_B} = f_C`,
and `J C` is the commutator `[J A, J B]`. -/
theorem poisson_quad {A B : PhaseMat n} (hA : A.IsSymm) (hB : B.IsSymm) :
    (bracketMat A B).IsSymm ∧ poisson (quad A) (quad B) = quad (bracketMat A B) ∧
      symJ n * bracketMat A B = symJ n * A * (symJ n * B) - symJ n * B * (symJ n * A) := by
  -- `C` is `A J B` plus its transpose
  have hC : bracketMat A B = A * symJ n * B + (A * symJ n * B)ᵀ := by
    rw [Matrix.transpose_mul, Matrix.transpose_mul, hA.eq, hB.eq, symJ_props.1, bracketMat]
    noncomm_ring
  have h1 : ∀ w : n ⊕ n → Obs n, (A.map (C : ℝ →+* Obs n) *ᵥ X) ⬝ᵥ w
      = X ⬝ᵥ (A.map (C : ℝ →+* Obs n) *ᵥ w) := by
    intro w
    rw [Matrix.dotProduct_mulVec, ← Matrix.mulVec_transpose, ← Matrix.transpose_map, hA.eq]
  refine ⟨?_, ?_, ?_⟩
  · rw [hC, Matrix.IsSymm, Matrix.transpose_add, Matrix.transpose_transpose, add_comm]
  · rw [poisson_eq, grad_quad hA, grad_quad hB, h1, hC, quad_symmetrize]
    simp only [Matrix.mulVec_mulVec, Matrix.mul_assoc, Matrix.map_mul]
  · rw [bracketMat]
    noncomm_ring
```

As an illustration with $N=1$, $A=\mathrm{diag}(1,0)$ and $B=\mathrm{diag}(0,1)$ give $C=\begin{pmatrix}0&1\\1&0\end{pmatrix}$, in agreement with $\{q^2/2,\,p^2/2\}=qp$.

## Equations of motion and conservation

The gradient of the coordinate $z_k$ is the unit vector $e_k$ (`hX`), so for symmetric $A$
$$\{z_k,f_A\}=e_k^TJAz=(JAz)_k .$$
With the law of motion $\dot z_k=\{z_k,H\}$ and $H=f_A$ this is $\dot z=JAz$. An oscillator of mass $m$ and frequency $\omega$ has $A=\mathrm{diag}(m\omega^2,1/m)$ and $JAz=(p/m,\,-m\omega^2q)$. Time does not occur in the theorem, which concerns the bracket alone.

```lean
/-- For symmetric `A` the bracket of a coordinate with `f_A` is `{z_k, f_A} = (J A z)_k`. -/
theorem poisson_coord_quad {A : PhaseMat n} (hA : A.IsSymm) (k : n ⊕ n) :
    poisson (X k) (quad A) = ((symJ n * A).map (C : ℝ →+* Obs n) *ᵥ X) k := by
  have hX : grad (X k : Obs n) = fun a => if k = a then 1 else 0 := by
    funext a
    rw [grad]
    split_ifs with h
    · rw [h, pderiv_X_self]
    · exact pderiv_X_of_ne h
  rw [poisson_eq, grad_quad hA, hX, Matrix.mulVec_mulVec, ← Matrix.map_mul]
  generalize (symJ n * A).map (C : ℝ →+* Obs n) *ᵥ X = w
  simp [dotProduct]
```

If $f_A=f_B$ with both matrices symmetric, the gradients agree, $Az=Bz$ (`hg`). Evaluating component $k$ at $z=e_j$ gives $A_{kj}=B_{kj}$.

```lean
/-- A symmetric matrix `A` is determined by the observable `f_A`. -/
theorem quad_injective {A B : PhaseMat n} (hA : A.IsSymm) (hB : B.IsSymm)
    (h : quad A = quad B) : A = B := by
  have hg : A.map (C : ℝ →+* Obs n) *ᵥ X = B.map (C : ℝ →+* Obs n) *ᵥ X := by
    rw [← grad_quad hA, ← grad_quad hB, h]
  -- evaluate the gradients at the unit vectors
  ext k j
  have h2 := congrArg (eval (fun x : n ⊕ n => if x = j then (1 : ℝ) else 0)) (congrFun hg k)
  simpa [Matrix.mulVec, dotProduct, -Fintype.sum_sum_type] using h2
```

For symmetric $A,B$ the bracket vanishes exactly when $JA$ and $JB$ commute. If $\{f_A,f_B\}=0$, then $f_C=f_0$, so $C=0$ by `quad_injective`, and $[JA,JB]=JC=0$. Conversely $[JA,JB]=0$ means $JC=J\cdot0$, injectivity of $A\mapsto JA$ gives $C=0$, and $f_0=0$ (`q0`). By the law of motion, $f_B$ is conserved under the Hamiltonian $f_A$ precisely when $JA$ and $JB$ commute.

```lean
/-- For symmetric `A`, `B` the bracket `{f_A, f_B}` vanishes exactly when `J A` and `J B`
commute. -/
theorem poisson_quad_eq_zero_iff {A B : PhaseMat n} (hA : A.IsSymm) (hB : B.IsSymm) :
    poisson (quad A) (quad B) = 0 ↔
      symJ n * A * (symJ n * B) = symJ n * B * (symJ n * A) := by
  obtain ⟨hs, hp, hc⟩ := poisson_quad hA hB
  have s0 : (0 : PhaseMat n).IsSymm := Matrix.transpose_zero
  have q0 : quad (0 : PhaseMat n) = 0 := by
    rw [quad, Matrix.map_zero _ (_root_.map_zero _)]
    simp
  rw [hp]
  constructor
  · intro h
    rw [quad_injective hs s0 (h.trans q0.symm), mul_zero] at hc
    exact sub_eq_zero.mp hc.symm
  · intro h
    rw [h, sub_self] at hc
    have h0 : bracketMat A B = 0 :=
      symJ_mul_bijOn.injOn hs s0 (hc.trans (mul_zero (symJ n)).symm)
    rw [h0, q0]

end

end QuadraticPoisson
```

```lean
#print axioms QuadraticPoisson.eval_quad
#print axioms QuadraticPoisson.poisson_coord_quad
#print axioms QuadraticPoisson.poisson_quad_eq_zero_iff
```

```
'QuadraticPoisson.eval_quad' depends on axioms: [propext, Classical.choice, Quot.sound]
'QuadraticPoisson.poisson_coord_quad' depends on axioms: [propext, Classical.choice, Quot.sound]
'QuadraticPoisson.poisson_quad_eq_zero_iff' depends on axioms: [propext, Classical.choice, Quot.sound]
```

## Matrices with an antisymmetric part

The examples below and the quantum remark at the end of the text are not formalised in Lean. An antisymmetric matrix has $z^TAz=0$, so $f_A$ does not see it. For $N=1$ take $A=J$. Then $f_J=0=f_0$ with $J\neq0$, so $A$ is no longer determined by $f_A$; the brackets $\{z_k,f_J\}$ vanish while $JAz=-z$; and $Y=JA=-1$ has $Y^TJ+JY=-2J\ne0$.

For the bracket formula take $N=2$, $K=\begin{pmatrix}0&1\\-1&0\end{pmatrix}$, and the block matrices $A=\mathrm{diag}(K,0)$, $B=\mathrm{diag}(0,K)$. Both observables vanish, so $\{f_A,f_B\}=0$. But $AJB$ has the single block $K^2=-1$ in the upper right corner and $-BJA$ is its transpose, so $f_C=-(q_1p_1+q_2p_2)\neq0$. Since $C\neq0$, the matrices $JA$ and $JB$ do not commute although the bracket is zero.

## Harmonic systems and limits of the model

The observables $f_A$ are homogeneous quadratics in finitely many canonical coordinates; linear, constant and anharmonic terms are not covered. `spAlgebra` is treated as a set, so its Lie algebra structure, the Jacobi identity and the finite flows $e^{tJA}$ are not among the statements. For finitely many position and momentum operators $\hat z_i$ that obey the canonical commutation relations, as in the quantum treatment of harmonic molecular vibrations, and for symmetric $A$ and $B$, the operators $\hat f_A=\tfrac12\sum_{i,j}A_{ij}\hat z_i\hat z_j$ obey $[\hat f_A,\hat f_B]=i\hbar\hat f_C$ with the same matrix $C$, so the theorems describe the classical side of that correspondence.
